# A Hermitian matrix of positive finite size has a largest eigenvalue

In physical terms, an observable on a finite-dimensional, nonzero state space has a largest possible measured value. Mathematically, `exists_topEigenvalue` says that for a complex Hermitian matrix `M` of positive finite size, the set of real μ with Mx = μx for some nonzero vector x has a greatest element; x need not be normalised. The attempt shows that this set is finite, because each such μ is a root of the characteristic polynomial, and non-empty, because Mathlib's eigenvector basis supplies a member. A finite non-empty set of reals has a maximum.

Lean 4 with Mathlib refuses this proof:

```lean
import Mathlib

open Matrix Filter Topology
open scoped ComplexOrder

namespace ExistsTopEigenvalue

noncomputable section

variable {m n : Type*} [Fintype m] [DecidableEq m] [Fintype n] [DecidableEq n]

/-- The real number `e` is the largest real eigenvalue of the matrix `M`. -/
def IsTopEigenvalue (M : Matrix n n ℂ) (e : ℝ) : Prop :=
  IsGreatest {μ : ℝ | ∃ x : n → ℂ, x ≠ 0 ∧ M *ᵥ x = (μ : ℂ) • x} e

/-- Every Hermitian matrix of positive size has a largest eigenvalue. -/
theorem exists_topEigenvalue [Nonempty n] {M : Matrix n n ℂ} (hM : M.IsHermitian) :
    ∃ e, IsTopEigenvalue M e := by
  have hfin : {μ : ℝ | ∃ x : n → ℂ, x ≠ 0 ∧ M *ᵥ x = (μ : ℂ) • x}.Finite := by
    refine ((M.charpoly.roots.toFinset.finite_toSet).preimage
      Complex.ofReal_injective.injOn).subset ?_
    rintro μ ⟨x, hx, h⟩
    have hdet : (Matrix.scalar n (μ : ℂ) - M).det = 0 :=
      Matrix.exists_mulVec_eq_zero_iff.mp ⟨x, hx, by
        rw [Matrix.sub_mulVec, h, ← Matrix.smul_one_eq_diagonal_aux μ x, sub_self]⟩
    simp only [Set.mem_preimage, Finset.mem_coe, Multiset.mem_toFinset]
    rw [Polynomial.mem_roots M.charpoly_monic.ne_zero, Polynomial.IsRoot, Matrix.eval_charpoly]
    exact hdet
  let i : n := Classical.arbitrary n
  obtain ⟨e, he, hmax⟩ := Set.exists_max_image _ id hfin ⟨hM.eigenvalues i,
    (hM.eigenvectorBasis i).ofLp,
    fun h0 => hM.eigenvectorBasis.orthonormal.ne_zero i (by ext j; exact congrFun h0 j), by
      rw [hM.mulVec_eigenvectorBasis i]
      ext j
      simp⟩
  exact ⟨e, he, fun b hb => hmax b hb⟩

end

end ExistsTopEigenvalue
```

Messages:

```
Main.lean:25:36: error(lean.unknownIdentifier): Unknown constant `Matrix.smul_one_eq_diagonal_aux`
Main.lean:24:50: error: unsolved goals
n : Type u_2
inst✝² : Fintype n
inst✝¹ : DecidableEq n
inst✝ : Nonempty n
M : Matrix n n ℂ
hM : M.IsHermitian
μ : ℝ
x : n → ℂ
hx : x ≠ 0
h : M *ᵥ x = ↑μ • x
⊢ (scalar n) ↑μ *ᵥ x - ↑μ • x = 0
```

After these edits no error is left:

```diff
@@ -23,5 +23,7 @@
     have hdet : (Matrix.scalar n (μ : ℂ) - M).det = 0 :=
       Matrix.exists_mulVec_eq_zero_iff.mp ⟨x, hx, by
-        rw [Matrix.sub_mulVec, h, ← Matrix.smul_one_eq_diagonal_aux μ x, sub_self]⟩
+        rw [Matrix.sub_mulVec, h]
+        ext i
+        simp [Matrix.scalar_apply]⟩
     simp only [Set.mem_preimage, Finset.mem_coe, Multiset.mem_toFinset]
     rw [Polynomial.mem_roots M.charpoly_monic.ne_zero, Polynomial.IsRoot, Matrix.eval_charpoly]
```

Cause. The first message says that `Matrix.smul_one_eq_diagonal_aux` does not exist under that name, so the third rewrite has no lemma to use. The second shows the goal left by the two rewrites before it: the scalar matrix μI applied to `x`, minus μ times `x`, must be zero. This is true, but the two terms are written differently, and the missing lemma was meant to make them match so that `sub_self` could finish.

The repair keeps the two good rewrites, `Matrix.sub_mulVec` and `h`, and drops the other two. `ext i` then reduces the equality of vectors to an equality of their entries at each index `i`. Given `Matrix.scalar_apply`, which writes the scalar matrix as a diagonal one, `simp` can work out the entry of the product as μ times `x i`. The subtracted term has the same entry, so the difference is zero and the goal closes.
